# Linearized at energy zero, the LAPW radial basis for $-f''=Ef$ with $f(0)=f(1)=0$ gives a lowest Ritz value of $21/2$, and $30-9\sqrt5$ with a second-derivative local orbital

## Does one more energy derivative help when the level is far away?

When a band lies well away from its linearization energy in an LAPW calculation, I have to decide whether to add a local orbital containing the second energy derivative $\ddot u$. I can see that another basis function can't raise the lowest Ritz value, but I don't see why this one should help much.

Take an empty sphere of radius 1 with a hard wall, linearized at energy 0. The lowest s level is at $\pi^2$, and the Taylor terms of the radial function at the wall are about $1$, $-1.64$ and $0.81$. That doesn't look like a series I should stop after three terms. How large is the energy error with and without $\ddot u$?

## The error falls from about 0.630 to 0.0058

In this model the local orbital reduces the error by a factor of about 109. The Ritz method uses the functions $u,\dot u,\ddot u$ but chooses their coefficients itself, so slow convergence of the Taylor series does not decide the matter.

### The radial functions and their energies

Write the s-wave as $f(r)/r$, so that the radial equation is $-f''=Ef$, in units where $\hbar^2/2m=1$. The solution with $f(0)=0$ and slope 1 at the origin is

$$\frac{\sin(\sqrt E\,r)}{\sqrt E}=r-\frac{E r^3}{6}+\frac{E^2r^5}{120}-\dots$$

At $E=0$ it and its first two energy derivatives are $u=r$, $\dot u=-r^3/6$ and $\ddot u=r^5/60$. They satisfy $-u''=0$, $-\dot u''=u$ and $-\ddot u''=2\dot u$. The wall requires $\sin(\sqrt E)/\sqrt E=0$. The left side is 1 at $E=0$ and positive for $E<0$, so the levels are $n^2\pi^2$ with $n\ge1$, the lowest being $\pi^2$.

Every trial function is an odd polynomial $f=ar+br^3+cr^5$, with $f''=6br+20cr^3$. Let $S=\int_0^1f^2\,dr$ and $T=\int_0^1f\,(-f'')\,dr$. Integrating term by term,

$$S=\frac{a^2}{3}+\frac{2ab}{5}+\frac{b^2+2ac}{7}+\frac{2bc}{9}+\frac{c^2}{11},$$

$$T=-2ab-\frac{20ac+6b^2}{5}-\frac{26bc}{7}-\frac{20c^2}{9}.$$

**Without $\ddot u$.** Here $c=0$, and $f(1)=0$ gives $b=-a$. Only $r-r^3$ remains, up to scale. For $a=1$,

$$S=\frac13-\frac25+\frac17=\frac8{105},\qquad T=2-\frac65=\frac45,\qquad \frac TS=\frac{21}{2}.$$

This is the smallest basis that works: with $u$ alone, $f(1)=0$ would leave only the zero function.

**With $\ddot u$.** Now $b=-a-c$, and the two forms become

$$S=\frac{8a^2}{105}-\frac{16ac}{315}+\frac{8c^2}{693},\qquad T=\frac{4a^2}{5}-\frac{24ac}{35}+\frac{92c^2}{315}.$$

A Ritz value $E$ makes the quadratic form $T-ES$ singular. Its determinant vanishes when

$$3(21-2E)(253-10E)=11(2E-27)^2,$$

which simplifies to $E^2-60E+495=0$, with roots $30\pm9\sqrt5$. At the lower root, completing the square gives

$$T-(30-9\sqrt5)S=\frac{4}{35}(6\sqrt5-13)\left(a-\frac{37+12\sqrt5}{33}c\right)^2.$$

Since $6\sqrt5>13$, the right side is never negative. It vanishes for $a=37+12\sqrt5$, $c=33$. Hence $30-9\sqrt5\approx9.87539$ is the minimum, compared with $\pi^2\approx9.86960$. Scaled to $a=1$, the minimizer has coefficients of about $1,-1.517,0.517$, whereas the Taylor polynomial at $E=\pi^2$ has $1,-1.645,0.812$.

A simple trial function already comes close. For $a=2$, $c=1$, so that $f=2r-3r^3+r^5$, one finds $T=668/315$ and $S=744/3465$. The quotient is $1837/186\approx9.87634$, about $0.001$ above the minimum.

### What the Lean statements say

`u`, `uDot` and `uDDot` are the three radial functions, with the slope at the origin held at 1 for every energy. Normalising $u$ in the sphere instead would add multiples of the lower derivatives to the higher ones, which leaves the spans unchanged. `lapw` is the real span of the first two, and `lapwLO` is the span of all three. `overlap` is $S$ and `energy` is $T$. There is no $r^2$ weight in these integrals because the factor $1/r$ has been taken out of the wave function.

For a space `V`, `quotients V` is the set of values $T/S$ for functions in `V` that vanish at 0 and 1 and have $S>0$. Dividing by $S$ gives the energy of the normalised function. `IsLeast` says that the number is a lower bound of this set and also belongs to it, so some trial function attains it.

The final theorem, `local_orbital_reduces_error`, combines five statements: the two lowest Ritz values, the fact that each exceeds $\pi^2$, and the inequality

$$100\,(30-9\sqrt5-\pi^2)<\frac{21}{2}-\pi^2.$$

`sine_eigenfunction` identifies $\pi^2$ as the eigenvalue belonging to $\sin(\pi r)$, which vanishes at both ends and is positive between them. That no lower level exists comes from the solution of the radial equation above and is not part of the Lean file.

In the LAPW method, a local orbital containing $\ddot u$ is usually a combination of $u$, $\dot u$ and $\ddot u$ that vanishes in both value and slope at the sphere boundary. Here that function is $r-2r^3+r^5$. Together with $r-r^3$ it spans exactly the functions in `lapwLO` that vanish at $r=1$, so the usual construction gives the same Ritz value.

The hard wall replaces the matching to plane waves outside the sphere. The result therefore illustrates linearization error in electronic-structure calculations for one non-interacting electron, one angular momentum and zero potential; the factor of 109 belongs to this model and its linearization energy.

```lean
import Mathlib

open Set

namespace LAPWSecondDerivativeOrbital

noncomputable section

/-- The regular radial function at linearization energy zero. -/
def u : ℝ → ℝ := fun r => r

/-- The first energy derivative of the radial function at energy zero. -/
def uDot : ℝ → ℝ := fun r => -r ^ 3 / 6

/-- The second energy derivative of the radial function at energy zero. -/
def uDDot : ℝ → ℝ := fun r => r ^ 5 / 60

/-- The LAPW radial space, spanned by `u` and its first energy derivative. -/
def lapw : Submodule ℝ (ℝ → ℝ) := Submodule.span ℝ {u, uDot}

/-- The LAPW radial space enlarged by the second energy derivative. -/
def lapwLO : Submodule ℝ (ℝ → ℝ) := Submodule.span ℝ {u, uDot, uDDot}

/-- The squared norm of a real radial function on `[0,1]`. -/
def overlap (f : ℝ → ℝ) : ℝ := ∫ r in (0 : ℝ)..1, f r ^ 2

/-- The matrix element of `-d²/dr²` in the real radial function `f` on `[0,1]`. -/
def energy (f : ℝ → ℝ) : ℝ := ∫ r in (0 : ℝ)..1, f r * -(deriv (deriv f) r)

/-- The energy quotients of the functions in `V` that vanish at `0` and `1` and have
positive norm on `[0,1]`. -/
def quotients (V : Submodule ℝ (ℝ → ℝ)) : Set ℝ :=
  {E | ∃ f ∈ V, f 0 = 0 ∧ f 1 = 0 ∧ 0 < overlap f ∧ E = energy f / overlap f}

/-- The odd polynomial `a r + b r³ + c r⁵`. -/
def oddPoly (a b c : ℝ) : ℝ → ℝ := fun r => a * r + b * r ^ 3 + c * r ^ 5

/-- The slope of an odd trial polynomial. -/
theorem deriv_oddPoly (a b c : ℝ) :
    deriv (oddPoly a b c) = fun r => a + b * (3 * r ^ 2) + c * (5 * r ^ 4) := by
  funext r
  have h := (((hasDerivAt_id' r).const_mul a).fun_add
    ((hasDerivAt_pow 3 r).const_mul b)).fun_add ((hasDerivAt_pow 5 r).const_mul c)
  refine (h.congr_deriv ?_).deriv
  simp only [Nat.cast_ofNat, Nat.reduceSub, mul_one]

/-- The second derivative of an odd trial polynomial. -/
theorem deriv_deriv_oddPoly (a b c : ℝ) :
    deriv (deriv (oddPoly a b c)) = fun r => 6 * b * r + 20 * c * r ^ 3 := by
  rw [deriv_oddPoly]
  funext r
  have h := ((((hasDerivAt_pow 2 r).const_mul 3).const_mul b).const_add a).fun_add
    (((hasDerivAt_pow 4 r).const_mul 5).const_mul c)
  refine (h.congr_deriv ?_).deriv
  simp only [Nat.cast_ofNat, Nat.reduceSub]
  ring

/-- The three radial functions obey the energy-differentiated radial equations at energy
zero, vanish at the origin, and have slopes `1`, `0`, `0` there. -/
theorem energy_derivative_chain :
    (∀ r, -(deriv (deriv u) r) = 0 ∧ -(deriv (deriv uDot) r) = u r ∧
      -(deriv (deriv uDDot) r) = 2 * uDot r) ∧
    (u 0 = 0 ∧ uDot 0 = 0 ∧ uDDot 0 = 0) ∧
    (deriv u 0 = 1 ∧ deriv uDot 0 = 0 ∧ deriv uDDot 0 = 0) := by
  have h1 : u = oddPoly 1 0 0 := by funext r; simp only [u, oddPoly]; ring
  have h2 : uDot = oddPoly 0 (-1 / 6) 0 := by funext r; simp only [uDot, oddPoly]; ring
  have h3 : uDDot = oddPoly 0 0 (1 / 60) := by funext r; simp only [uDDot, oddPoly]; ring
  rw [h1, h2, h3]
  -- second derivatives first, then slopes
  simp only [deriv_deriv_oddPoly]
  simp only [deriv_oddPoly, oddPoly]
  refine ⟨fun r => ⟨by ring, by ring, by ring⟩, ⟨by ring, by ring, by ring⟩,
    by ring, by ring, by ring⟩

/-- The integral over `[0,1]` of an even polynomial without constant term. -/
theorem moments (A B C D E : ℝ) :
    ∫ r in (0 : ℝ)..1, (A * r ^ 2 + B * r ^ 4 + C * r ^ 6 + D * r ^ 8 + E * r ^ 10) =
      A / 3 + B / 5 + C / 7 + D / 9 + E / 11 := by
  have h : ∀ r ∈ uIcc (0 : ℝ) 1, HasDerivAt
      (fun y : ℝ => A / 3 * y ^ 3 + B / 5 * y ^ 5 + C / 7 * y ^ 7 + D / 9 * y ^ 9
        + E / 11 * y ^ 11)
      (A * r ^ 2 + B * r ^ 4 + C * r ^ 6 + D * r ^ 8 + E * r ^ 10) r := by
    intro r _
    refine ((((((hasDerivAt_pow 3 r).const_mul (A / 3)).fun_add
      ((hasDerivAt_pow 5 r).const_mul (B / 5))).fun_add
      ((hasDerivAt_pow 7 r).const_mul (C / 7))).fun_add
      ((hasDerivAt_pow 9 r).const_mul (D / 9))).fun_add
      ((hasDerivAt_pow 11 r).const_mul (E / 11))).congr_deriv ?_
    simp only [Nat.cast_ofNat, Nat.reduceSub]
    ring
  rw [intervalIntegral.integral_eq_sub_of_hasDerivAt h
    (Continuous.intervalIntegrable (by fun_prop) _ _)]
  ring

/-- The squared norm and the energy of an odd trial polynomial as quadratic forms in its
coefficients. -/
theorem quadratic_forms (a b c : ℝ) :
    overlap (oddPoly a b c) = a ^ 2 / 3 + 2 * a * b / 5 + (b ^ 2 + 2 * a * c) / 7
      + 2 * b * c / 9 + c ^ 2 / 11 ∧
    energy (oddPoly a b c) = -6 * a * b / 3 + (-20 * a * c - 6 * b ^ 2) / 5
      + -26 * b * c / 7 + -20 * c ^ 2 / 9 + 0 / 11 := by
  constructor
  · rw [← moments]
    refine intervalIntegral.integral_congr fun r _ => ?_
    simp only [oddPoly]
    ring
  · rw [← moments]
    refine intervalIntegral.integral_congr fun r _ => ?_
    simp only [deriv_deriv_oddPoly, oddPoly]
    ring

/-- For `a r - (a + c) r³ + c r⁵`, the energy minus `30 - 9√5` times the squared norm is
a multiple of a single square. -/
theorem residual_is_square (a c : ℝ) :
    energy (oddPoly a (-a - c) c) - (30 - 9 * √5) * overlap (oddPoly a (-a - c) c) =
      4 / 35 * (6 * √5 - 13) * (a - c * (37 + 12 * √5) / 33) ^ 2 := by
  have hs : √5 ^ 2 = (5 : ℝ) := Real.sq_sqrt (by norm_num)
  rw [(quadratic_forms _ _ _).1, (quadratic_forms _ _ _).2]
  linear_combination (8 / 35 * 72 / 33 * a * c
    - 4 / 35 * (864 * √5 + 3456) / 1089 * c ^ 2) * hs

/-- The lowest Ritz value of `-d²/dr²` in the LAPW space with `f(0) = f(1) = 0` is `21/2`. -/
theorem lapw_lowest : IsLeast (quotients lapw) (21 / 2) := by
  constructor
  · refine ⟨oddPoly 1 (-1) 0, Submodule.mem_span_pair.2 ⟨1, 6, ?_⟩, ?_, ?_, ?_, ?_⟩
    · funext r
      simp only [Pi.add_apply, Pi.smul_apply, smul_eq_mul, u, uDot, oddPoly]
      ring
    · norm_num [oddPoly]
    · norm_num [oddPoly]
    · rw [(quadratic_forms _ _ _).1]; norm_num
    · rw [(quadratic_forms _ _ _).1, (quadratic_forms _ _ _).2]; norm_num
  · rintro E ⟨f, hf, -, h1, hpos, rfl⟩
    obtain ⟨x, y, hxy⟩ := Submodule.mem_span_pair.1 hf
    obtain rfl : f = oddPoly x (-y / 6) 0 := by
      rw [← hxy]
      funext r
      simp only [Pi.add_apply, Pi.smul_apply, smul_eq_mul, u, uDot, oddPoly]
      ring
    -- the boundary condition leaves one function up to scale
    have h : x * 1 + -y / 6 * 1 ^ 3 + 0 * 1 ^ 5 = 0 := h1
    have hb : -y / 6 = -x := by linarith
    rw [hb] at hpos ⊢
    rw [le_div_iff₀ hpos, (quadratic_forms _ _ _).1, (quadratic_forms _ _ _).2]
    apply le_of_eq
    ring

/-- With the second energy derivative added to the LAPW space, the lowest Ritz value of
`-d²/dr²` with `f(0) = f(1) = 0` is `30 - 9√5`. -/
theorem lapwLO_lowest : IsLeast (quotients lapwLO) (30 - 9 * √5) := by
  have hs : √5 ^ 2 = (5 : ℝ) := Real.sq_sqrt (by norm_num)
  have hlow : (2.2 : ℝ) < √5 := (Real.lt_sqrt (by norm_num)).2 (by norm_num)
  constructor
  · -- the function for which the square in the residual vanishes
    have hpos : 0 < overlap (oddPoly (37 + 12 * √5) (-(37 + 12 * √5) - 33) 33) := by
      rw [(quadratic_forms _ _ _).1]
      nlinarith
    refine ⟨oddPoly (37 + 12 * √5) (-(37 + 12 * √5) - 33) 33, Submodule.mem_span_triple.2
      ⟨37 + 12 * √5, 6 * (70 + 12 * √5), 1980, ?_⟩, ?_, ?_, hpos, ?_⟩
    · funext r
      simp only [Pi.add_apply, Pi.smul_apply, smul_eq_mul, u, uDot, uDDot, oddPoly]
      ring
    · simp only [oddPoly]; ring
    · simp only [oddPoly]; ring
    · rw [eq_div_iff hpos.ne']
      linear_combination -residual_is_square (37 + 12 * √5) 33
  · rintro E ⟨f, hf, -, h1, hpos, rfl⟩
    obtain ⟨x, y, z, hxyz⟩ := Submodule.mem_span_triple.1 hf
    obtain rfl : f = oddPoly x (-y / 6) (z / 60) := by
      rw [← hxyz]
      funext r
      simp only [Pi.add_apply, Pi.smul_apply, smul_eq_mul, u, uDot, uDDot, oddPoly]
      ring
    have h : x * 1 + -y / 6 * 1 ^ 3 + z / 60 * 1 ^ 5 = 0 := h1
    have hb : -y / 6 = -x - z / 60 := by linarith
    rw [hb] at hpos ⊢
    rw [le_div_iff₀ hpos]
    have h13 : 0 ≤ 6 * √5 - 13 := by linarith
    have hsq : 0 ≤ 4 / 35 * (6 * √5 - 13) * (x - z / 60 * (37 + 12 * √5) / 33) ^ 2 := by
      positivity
    linarith [residual_is_square x (z / 60)]

/-- The function `sin(πr)` is an eigenfunction of `-d²/dr²` with eigenvalue `π²`; it vanishes
at `0` and `1` and is positive in between. -/
theorem sine_eigenfunction :
    (∀ r, -(deriv (deriv fun x => Real.sin (Real.pi * x)) r) =
      Real.pi ^ 2 * Real.sin (Real.pi * r)) ∧
    Real.sin (Real.pi * 0) = 0 ∧ Real.sin (Real.pi * 1) = 0 ∧
    ∀ r ∈ Ioo (0 : ℝ) 1, 0 < Real.sin (Real.pi * r) := by
  have hd : deriv (fun r => Real.sin (Real.pi * r)) =
      fun r => Real.cos (Real.pi * r) * Real.pi := by
    funext r
    exact (((hasDerivAt_id' r).const_mul Real.pi).sin.congr_deriv (by ring)).deriv
  refine ⟨fun r => ?_, by simp, by simp, fun r hr => ?_⟩
  · rw [hd, ((((hasDerivAt_id' r).const_mul Real.pi).cos.mul_const Real.pi)).deriv]
    ring
  · exact Real.sin_pos_of_pos_of_lt_pi (mul_pos Real.pi_pos hr.1)
      (by nlinarith [Real.pi_pos, hr.2])

/-- The lowest Ritz values `21/2` without and `30 - 9√5` with the second-derivative orbital
both exceed `π²`, and the orbital reduces the excess by more than a factor of one hundred. -/
theorem local_orbital_reduces_error :
    IsLeast (quotients lapw) (21 / 2) ∧ IsLeast (quotients lapwLO) (30 - 9 * √5) ∧
    Real.pi ^ 2 < 21 / 2 ∧ Real.pi ^ 2 < 30 - 9 * √5 ∧
    100 * (30 - 9 * √5 - Real.pi ^ 2) < 21 / 2 - Real.pi ^ 2 := by
  have s1 : (2.23606 : ℝ) < √5 := (Real.lt_sqrt (by norm_num)).2 (by norm_num)
  have s2 : √5 < (2.23607 : ℝ) := (Real.sqrt_lt' (by norm_num)).2 (by norm_num)
  have p1 : (9.8695 : ℝ) < Real.pi ^ 2 := by nlinarith [Real.pi_gt_d6]
  have p2 : Real.pi ^ 2 < (9.8697 : ℝ) := by nlinarith [Real.pi_lt_d4, Real.pi_pos]
  exact ⟨lapw_lowest, lapwLO_lowest, by linarith, by linarith, by linarith⟩

end

end LAPWSecondDerivativeOrbital
```

```lean
#print axioms LAPWSecondDerivativeOrbital.energy_derivative_chain
#print axioms LAPWSecondDerivativeOrbital.lapwLO_lowest
#print axioms LAPWSecondDerivativeOrbital.sine_eigenfunction
#print axioms LAPWSecondDerivativeOrbital.local_orbital_reduces_error
```

```
'LAPWSecondDerivativeOrbital.energy_derivative_chain' depends on axioms: [propext, Classical.choice, Quot.sound]
'LAPWSecondDerivativeOrbital.lapwLO_lowest' depends on axioms: [propext, Classical.choice, Quot.sound]
'LAPWSecondDerivativeOrbital.sine_eigenfunction' depends on axioms: [propext, Classical.choice, Quot.sound]
'LAPWSecondDerivativeOrbital.local_orbital_reduces_error' depends on axioms: [propext, Classical.choice, Quot.sound]
```

### From the polynomial integrals to the two minima

`deriv_oddPoly` and `deriv_deriv_oddPoly` differentiate $ar+br^3+cr^5$ once and twice. `energy_derivative_chain` writes the three radial functions as such polynomials and checks their differential equations, together with their values and slopes at the origin.

`moments` integrates an even polynomial without constant term by giving its antiderivative and applying the fundamental theorem of calculus. `quadratic_forms` uses it to obtain the formulas for $S$ and $T$. In `residual_is_square`, the condition $b=-a-c$ is inserted and the completed square is verified. The `linear_combination` step supplies the multiples of $(\sqrt5)^2=5$ that the algebra needs.

Both minimum theorems first exhibit a function that attains the value and then prove the lower bound. In `lapw_lowest` the function is $r-r^3=u+6\dot u$. For the bound, an arbitrary member of the span is written as an odd polynomial, and the boundary condition fixes its cubic coefficient. Its energy then equals $21/2$ times its overlap, so `le_of_eq` is enough.

In `lapwLO_lowest` the function is the one that makes the square vanish, and `residual_is_square` turns this into the required quotient. For the bound, $\sqrt5>2.2$ makes the factor $6\sqrt5-13$ positive, `positivity` shows that the whole right side is nonnegative, and `linarith` concludes $T\ge(30-9\sqrt5)S$. Dividing by the positive overlap gives the bound on the quotient; in Lean this is the step `le_div_iff₀`.

`sine_eigenfunction` differentiates $\sin(\pi r)$ twice and obtains its positivity from that of the sine on $(0,\pi)$. The last theorem encloses the two irrational numbers, $2.23606<\sqrt5<2.23607$ and $9.8695<\pi^2<9.8697$. With these bounds, its three comparisons are linear inequalities that `linarith` settles.
